# The finite-difference invariant spread of a fully dimerized chain lies below its quantum metric, with an error quadratic in the mesh spacing

In a fully dimerized chain with equal on-site energies, an electron of the bonding band occupies a bond shared equally by two orbitals. Take point-like orbitals, place both orbitals of a cell at its origin, and let the bond join neighbouring cells, so that its length is one lattice constant. With that constant as the unit of length, the Bloch vector is $u(k)=(1,e^{ik})/\sqrt2$. The gauge-invariant part of the Wannier spread follows from how fast this vector changes with $k$, but a calculation has it only at mesh points a distance $b$ apart. How far is the mesh value from the continuum one, and on which side?

With $\langle u,v\rangle=\sum_j \overline{u_j}\,v_j$, define the finite-difference spread and the quantum metric by

$$S(b)=\frac{1-|\langle u(k),u(k+b)\rangle|^2}{b^2},\qquad g=\langle \partial_k u,\partial_k u\rangle-|\langle u,\partial_k u\rangle|^2 .$$

For the chain, $g=1/4$, and for every $b\neq0$

$$S(b)=\frac{\sin^2(b/2)}{b^2}<\frac14,\qquad \lim_{b\to0}\frac{S(b)-1/4}{b^2}=-\frac1{48}.$$

## Overlaps between neighbouring k-points in a Wannier code

Codes for maximally localized Wannier functions compute the invariant spread from overlap matrices between neighbouring k-points. For one band in one dimension, the usual finite-difference formula reduces to the mesh average of $S(b)$. Here $S(b)$ doesn't depend on $k$, so a single pair of neighbours gives the average.

For this non-interacting two-orbital model, the result supplies a reference for a tight-binding code that uses point-like orbitals at the same positions (a bond of length $d$ has $g=d^2/4$ instead): the computed spread should approach $1/4$ from below, with a slope against $b^2$ that tends to $-1/48$.

A mesh of six points has $b=\pi/3$. Then $\sin^2(\pi/6)=1/4$ and $S=9/(4\pi^2)\approx0.2280$, which is $0.0220$ below $1/4$; the leading estimate $b^2/48$ is $0.0228$. Twelve points give $S\approx0.2443$, a deficit of $0.0057$. Halving the spacing has reduced the error by a factor of about $3.9$.

## From pairs of orbitals to the coefficient −1/48

The derivation works for any finite set of orbitals with $u_j(k)=c_je^{ikx_j}$, where the $x_j$ are real positions and the weights $p_j=|c_j|^2$ sum to 1. With the common convention $u_k(r)=e^{-ikr}\psi_k(r)$ the phase is $e^{-ikx_j}$ instead; this only reverses the axis and changes neither $S(b)$ nor $g$. The phases at $k$ cancel in the overlap:

$$\langle u(k),u(k+b)\rangle=\sum_jp_je^{ibx_j},\qquad |\langle u(k),u(k+b)\rangle|^2=\sum_{i,j}p_ip_j\cos\big(b(x_i-x_j)\big).$$

Write $1=\sum_{i,j}p_ip_j$ and use $1-\cos\theta=2\sin^2(\theta/2)$:

$$1-|\langle u(k),u(k+b)\rangle|^2=\sum_{i,j}2p_ip_j\sin^2\frac{(x_i-x_j)b}{2}.$$

For the metric, $\partial_ku_j=ix_ju_j$. Hence $\langle\partial_ku,\partial_ku\rangle=\sum_jp_jx_j^2$ and $\langle u,\partial_ku\rangle=i\sum_jp_jx_j$, so $g$ is the variance of position:

$$g=\sum_jp_jx_j^2-\Big(\sum_jp_jx_j\Big)^2=\sum_{i,j}2p_ip_j\Big(\frac{x_i-x_j}{2}\Big)^2.$$

The two pair sums can be compared term by term. Since $\sin^2y<y^2$ for $y\ne0$, we have $S(b)<g$ whenever $b\neq0$ and two orbitals with nonzero weight sit at different positions. If all the weight is at one position, both quantities vanish.

For the rate, put $q(y)=(\sin y-y)/y^3$, which tends to $-1/6$. Then

$$\frac{\sin^2y-y^2}{y^4}=\frac{(\sin y-y)(\sin y+y)}{y^4}=q(y)\big(2+y^2q(y)\big)\to-\frac13 .$$

With $y=(x_i-x_j)b/2$, each pair with $x_i\neq x_j$ contributes $2p_ip_j\cdot\big(-\tfrac13\big)(x_i-x_j)^4/16$ to the limit, and coincident positions contribute zero. Therefore

$$\lim_{b\to0}\frac{S(b)-g}{b^2}=-\frac1{24}\sum_{i,j}p_ip_j(x_i-x_j)^4 .$$

The dimer has $p_0=p_1=1/2$. Its positions $x_0=0$ and $x_1=1$ are the two ends of the bond, which lie in neighbouring cells. Its two ordered pairs of distinct orbitals each have $p_ip_j=1/4$. The pair sums give $S(b)=\sin^2(b/2)/b^2$ and $g=1/4$, and the limit is $-\tfrac1{24}\cdot2\cdot\tfrac14=-\tfrac1{48}$.

## The Lean file

```lean
import Mathlib

open Filter Topology ComplexConjugate

namespace FiniteDifferenceSpread

noncomputable section

variable {ι : Type*} [Fintype ι]

/-- Hermitian overlap of two coefficient vectors. -/
def overlap (u v : ι → ℂ) : ℂ := ∑ j, conj (u j) * v j

/-- Bloch vector with amplitude `c j` on an orbital at position `x j`. -/
def bloch (c : ι → ℂ) (x : ι → ℝ) (k : ℝ) (j : ι) : ℂ :=
  c j * Complex.exp (((k * x j : ℝ) : ℂ) * Complex.I)

/-- One-band finite-difference spread from the pair of mesh points `k` and `k + b`; its average over
the mesh is the invariant spread. -/
def spread (u : ℝ → ι → ℂ) (k b : ℝ) : ℝ :=
  (1 - ‖overlap (u k) (u (k + b))‖ ^ 2) / b ^ 2

/-- Quantum metric of a normalized family of Bloch vectors. -/
def quantumMetric (u : ℝ → ι → ℂ) (k : ℝ) : ℝ :=
  (overlap (deriv u k) (deriv u k)).re - ‖overlap (u k) (deriv u k)‖ ^ 2

/-- The Bloch vector `(1, exp(ik))/√2` of the dimerized chain. -/
def dimer (k : ℝ) : Fin 2 → ℂ :=
  ![1 / ((√2 : ℝ) : ℂ), Complex.exp ((k : ℂ) * Complex.I) / ((√2 : ℝ) : ℂ)]

/-- For normalized weights, one minus the squared overlap between neighbouring mesh points is a sum
over pairs of orbitals. -/
theorem one_sub_overlap_sq (c : ι → ℂ) (x : ι → ℝ) (hc : ∑ j, ‖c j‖ ^ 2 = 1) (k b : ℝ) :
    1 - ‖overlap (bloch c x k) (bloch c x (k + b))‖ ^ 2 =
      ∑ i, ∑ j, ‖c i‖ ^ 2 * ‖c j‖ ^ 2 * (2 * Real.sin ((x i - x j) / 2 * b) ^ 2) := by
  -- the common phase at `k` cancels
  have hw : overlap (bloch c x k) (bloch c x (k + b)) =
      ∑ j, ((‖c j‖ ^ 2 : ℝ) : ℂ) * Complex.exp (((b * x j : ℝ) : ℂ) * Complex.I) := by
    refine Finset.sum_congr rfl fun j _ => ?_
    have h1 : Complex.exp ((((k + b) * x j : ℝ) : ℂ) * Complex.I) =
        Complex.exp (((k * x j : ℝ) : ℂ) * Complex.I) *
          Complex.exp (((b * x j : ℝ) : ℂ) * Complex.I) := by
      rw [← Complex.exp_add]
      congr 1
      push_cast
      ring
    have h2 : conj (Complex.exp (((k * x j : ℝ) : ℂ) * Complex.I)) *
        Complex.exp (((k * x j : ℝ) : ℂ) * Complex.I) = 1 := by
      rw [Complex.conj_mul', Complex.norm_exp_ofReal_mul_I]
      simp
    have h3 := Complex.conj_mul' (c j)
    rw [bloch, bloch, h1, map_mul, Complex.ofReal_pow]
    linear_combination (conj (c j) * c j *
      Complex.exp (((b * x j : ℝ) : ℂ) * Complex.I)) * h2 +
      Complex.exp (((b * x j : ℝ) : ℂ) * Complex.I) * h3
  have h1 : (1 : ℝ) = ∑ i, ∑ j, ‖c i‖ ^ 2 * ‖c j‖ ^ 2 := by
    rw [← Finset.sum_mul_sum, hc, one_mul]
  rw [hw, Complex.sq_norm, Complex.normSq_apply, Complex.re_sum, Complex.im_sum]
  simp only [Complex.re_ofReal_mul, Complex.im_ofReal_mul, Complex.exp_ofReal_mul_I_re,
    Complex.exp_ofReal_mul_I_im]
  rw [Finset.sum_mul_sum, Finset.sum_mul_sum, ← Finset.sum_add_distrib, h1,
    ← Finset.sum_sub_distrib]
  refine Finset.sum_congr rfl fun i _ => ?_
  rw [← Finset.sum_add_distrib, ← Finset.sum_sub_distrib]
  refine Finset.sum_congr rfl fun j _ => ?_
  have h4 := Real.cos_sub (b * x i) (b * x j)
  have h5 := Real.cos_two_mul ((x i - x j) / 2 * b)
  have h6 := Real.sin_sq_add_cos_sq ((x i - x j) / 2 * b)
  rw [show 2 * ((x i - x j) / 2 * b) = b * x i - b * x j by ring] at h5
  linear_combination (‖c i‖ ^ 2 * ‖c j‖ ^ 2) * (h4 - h5 - 2 * h6)

/-- The expression `quantumMetric` is the weighted sum of squared positions minus the square of the
weighted sum of positions; for normalized weights this is the variance of position. -/
theorem quantumMetric_bloch (c : ι → ℂ) (x : ι → ℝ) (k : ℝ) :
    quantumMetric (bloch c x) k =
      ∑ j, ‖c j‖ ^ 2 * x j ^ 2 - (∑ j, ‖c j‖ ^ 2 * x j) ^ 2 := by
  have hd : HasDerivAt (bloch c x) (fun j => (x j : ℂ) * Complex.I * bloch c x k j) k := by
    refine hasDerivAt_pi.2 fun j => ?_
    have h : HasDerivAt (fun t : ℝ => ((t * x j : ℝ) : ℂ) * Complex.I)
        ((x j : ℂ) * Complex.I) k := by
      have h0 := (((hasDerivAt_id k).mul_const (x j)).ofReal_comp).mul_const Complex.I
      simpa using h0
    refine (h.cexp.const_mul (c j)).congr_deriv ?_
    rw [bloch]
    ring
  have w : ∀ j, conj (bloch c x k j) * bloch c x k j = (‖c j‖ : ℂ) ^ 2 := fun j => by
    rw [Complex.conj_mul', bloch, norm_mul, Complex.norm_exp_ofReal_mul_I, mul_one]
  have h1 : overlap (deriv (bloch c x) k) (deriv (bloch c x) k) =
      ((∑ j, ‖c j‖ ^ 2 * x j ^ 2 : ℝ) : ℂ) := by
    rw [hd.deriv, overlap, Complex.ofReal_sum]
    refine Finset.sum_congr rfl fun j _ => ?_
    simp only [map_mul, Complex.conj_ofReal, Complex.conj_I]
    push_cast
    linear_combination (x j : ℂ) ^ 2 * w j -
      (x j : ℂ) ^ 2 * conj (bloch c x k j) * bloch c x k j * Complex.I_sq
  have h2 : overlap (bloch c x k) (deriv (bloch c x) k) =
      ((∑ j, ‖c j‖ ^ 2 * x j : ℝ) : ℂ) * Complex.I := by
    rw [hd.deriv, overlap, Complex.ofReal_sum, Finset.sum_mul]
    refine Finset.sum_congr rfl fun j _ => ?_
    push_cast
    linear_combination (x j : ℂ) * Complex.I * w j
  rw [quantumMetric, h1, h2, Complex.ofReal_re, norm_mul, Complex.norm_I, mul_one,
    Complex.norm_real, Real.norm_eq_abs, sq_abs]

/-- For normalized weights the quantum metric is a sum over pairs of orbitals. -/
theorem quantumMetric_pairs (c : ι → ℂ) (x : ι → ℝ) (hc : ∑ j, ‖c j‖ ^ 2 = 1) (k : ℝ) :
    quantumMetric (bloch c x) k =
      ∑ i, ∑ j, ‖c i‖ ^ 2 * ‖c j‖ ^ 2 * (2 * ((x i - x j) / 2) ^ 2) := by
  have h : ∑ i, ∑ j, ‖c i‖ ^ 2 * ‖c j‖ ^ 2 * (2 * ((x i - x j) / 2) ^ 2) =
      (∑ j, ‖c j‖ ^ 2 * x j ^ 2 / 2) * (∑ j, ‖c j‖ ^ 2) +
      (∑ j, ‖c j‖ ^ 2) * (∑ j, ‖c j‖ ^ 2 * x j ^ 2 / 2) -
      (∑ j, ‖c j‖ ^ 2 * x j) * (∑ j, ‖c j‖ ^ 2 * x j) := by
    rw [Finset.sum_mul_sum, Finset.sum_mul_sum, Finset.sum_mul_sum,
      ← Finset.sum_add_distrib, ← Finset.sum_sub_distrib]
    refine Finset.sum_congr rfl fun i _ => ?_
    rw [← Finset.sum_add_distrib, ← Finset.sum_sub_distrib]
    refine Finset.sum_congr rfl fun j _ => ?_
    ring
  rw [h, hc, quantumMetric_bloch, ← Finset.sum_div]
  ring

/-- The square of the sine of a nonzero angle is smaller than the square of the angle. -/
theorem sin_sq_lt {y : ℝ} (hy : y ≠ 0) : Real.sin y ^ 2 < y ^ 2 := by
  have pos : ∀ t : ℝ, 0 < t → Real.sin t ^ 2 < t ^ 2 := fun t ht => by
    rcases le_or_gt t 1 with h | h
    · nlinarith [Real.sin_lt ht, Real.sin_pos_of_pos_of_le_one ht h]
    · nlinarith [Real.sin_sq_add_cos_sq t, sq_nonneg (Real.cos t)]
  rcases lt_or_gt_of_ne hy with h | h
  · simpa using pos (-y) (by linarith)
  · exact pos y h

/-- If the weights are normalized and two occupied orbitals sit at different positions, the
finite-difference spread is strictly below the quantum metric for every nonzero mesh spacing. -/
theorem spread_lt_metric (c : ι → ℂ) (x : ι → ℝ) (hc : ∑ j, ‖c j‖ ^ 2 = 1)
    (hx : ∃ i j, c i ≠ 0 ∧ c j ≠ 0 ∧ x i ≠ x j) (k : ℝ) {b : ℝ} (hb : b ≠ 0) :
    spread (bloch c x) k b < quantumMetric (bloch c x) k := by
  obtain ⟨i, j, hi, hj, hij⟩ := hx
  have le : ∀ i j, ‖c i‖ ^ 2 * ‖c j‖ ^ 2 * (2 * Real.sin ((x i - x j) / 2 * b) ^ 2) ≤
      ‖c i‖ ^ 2 * ‖c j‖ ^ 2 * (2 * ((x i - x j) / 2) ^ 2) * b ^ 2 := fun i j => by
    have h : Real.sin ((x i - x j) / 2 * b) ^ 2 ≤ ((x i - x j) / 2 * b) ^ 2 := by
      by_cases h0 : (x i - x j) / 2 * b = 0
      · rw [h0, Real.sin_zero]
      · exact (sin_sq_lt h0).le
    have hp : 0 ≤ ‖c i‖ ^ 2 * ‖c j‖ ^ 2 := by positivity
    linarith [mul_le_mul_of_nonneg_left h hp]
  have lt : ‖c i‖ ^ 2 * ‖c j‖ ^ 2 * (2 * Real.sin ((x i - x j) / 2 * b) ^ 2) <
      ‖c i‖ ^ 2 * ‖c j‖ ^ 2 * (2 * ((x i - x j) / 2) ^ 2) * b ^ 2 := by
    have h := sin_sq_lt (mul_ne_zero (div_ne_zero (sub_ne_zero.2 hij) two_ne_zero) hb)
    have hp : 0 < ‖c i‖ ^ 2 * ‖c j‖ ^ 2 := by positivity
    linarith [mul_lt_mul_of_pos_left h hp]
  rw [spread, div_lt_iff₀ (by positivity), one_sub_overlap_sq c x hc,
    quantumMetric_pairs c x hc, Finset.sum_mul]
  refine Finset.sum_lt_sum (fun i _ => ?_) ⟨i, Finset.mem_univ i, ?_⟩
  · rw [Finset.sum_mul]
    exact Finset.sum_le_sum fun j _ => le i j
  · rw [Finset.sum_mul]
    exact Finset.sum_lt_sum (fun j _ => le i j) ⟨j, Finset.mem_univ j, lt⟩

/-- The leading correction to `sin y = y` at small angle is `-y³/6`. -/
theorem sin_cubic :
    Tendsto (fun y : ℝ => (Real.sin y - y) / y ^ 3) (𝓝[≠] 0) (𝓝 (-1 / 6)) := by
  rw [← tendsto_sub_nhds_zero_iff]
  refine squeeze_zero_norm' (a := fun y : ℝ => |y|) ?_
    ((continuous_abs.tendsto' 0 0 abs_zero).mono_left nhdsWithin_le_nhds)
  filter_upwards [nhdsWithin_le_nhds (Metric.ball_mem_nhds (0 : ℝ) one_pos),
    self_mem_nhdsWithin] with y hy h0
  rw [mem_ball_zero_iff, Real.norm_eq_abs] at hy
  have hy0 : y ≠ 0 := h0
  have e : (Real.sin y - y) / y ^ 3 - (-1 / 6) =
      (Real.sin y - (y - y ^ 3 / 6)) / y ^ 3 := by
    field_simp
    ring
  rw [e, Real.norm_eq_abs, abs_div, abs_pow, div_le_iff₀ (by positivity)]
  nlinarith [Real.sin_bound hy.le, pow_nonneg (abs_nonneg y) 4]

/-- The leading correction to `sin²(ab) = (ab)²` at small `b` is `-a⁴b⁴/3`. -/
theorem sin_sq_quartic (a : ℝ) :
    Tendsto (fun b : ℝ => (Real.sin (a * b) ^ 2 - (a * b) ^ 2) / b ^ 4)
      (𝓝[≠] 0) (𝓝 (-a ^ 4 / 3)) := by
  by_cases ha : a = 0
  · subst ha
    simp
  have hz : Tendsto (fun b : ℝ => a * b) (𝓝[≠] 0) (𝓝 0) :=
    ((continuous_const.mul continuous_id).tendsto' 0 0 (by simp)).mono_left nhdsWithin_le_nhds
  have hm : Tendsto (fun b : ℝ => a * b) (𝓝[≠] 0) (𝓝[≠] 0) :=
    tendsto_nhdsWithin_iff.2 ⟨hz, by
      filter_upwards [self_mem_nhdsWithin] with b hb
      exact mul_ne_zero ha hb⟩
  have q := sin_cubic.comp hm
  have h := (q.mul (((hz.pow 2).mul q).const_add 2)).const_mul (a ^ 4)
  rw [show a ^ 4 * (-1 / 6 * (2 + 0 ^ 2 * (-1 / 6))) = -a ^ 4 / 3 by ring] at h
  refine h.congr' ?_
  filter_upwards [self_mem_nhdsWithin] with b hb
  have hb0 : b ≠ 0 := hb
  simp only [Function.comp_apply]
  generalize Real.sin (a * b) = s
  field_simp
  ring

/-- For normalized weights, the error of the finite-difference spread divided by `b²` tends to a
coefficient given by the weighted fourth powers of the distances between orbitals. -/
theorem spread_error (c : ι → ℂ) (x : ι → ℝ) (hc : ∑ j, ‖c j‖ ^ 2 = 1) (k : ℝ) :
    Tendsto (fun b => (spread (bloch c x) k b - quantumMetric (bloch c x) k) / b ^ 2)
      (𝓝[≠] 0) (𝓝 (∑ i, ∑ j, ‖c i‖ ^ 2 * ‖c j‖ ^ 2 * (-(x i - x j) ^ 4 / 24))) := by
  have h := tendsto_finsetSum Finset.univ fun i _ =>
    tendsto_finsetSum Finset.univ fun j _ =>
      ((sin_sq_quartic ((x i - x j) / 2)).const_mul 2).const_mul (‖c i‖ ^ 2 * ‖c j‖ ^ 2)
  have e : ∑ i, ∑ j, ‖c i‖ ^ 2 * ‖c j‖ ^ 2 * (2 * (-((x i - x j) / 2) ^ 4 / 3)) =
      ∑ i, ∑ j, ‖c i‖ ^ 2 * ‖c j‖ ^ 2 * (-(x i - x j) ^ 4 / 24) :=
    Finset.sum_congr rfl fun i _ => Finset.sum_congr rfl fun j _ => by ring
  rw [e] at h
  refine h.congr' ?_
  filter_upwards [self_mem_nhdsWithin] with b hb
  have hb0 : b ≠ 0 := hb
  -- compare the two pair sums term by term
  rw [spread, one_sub_overlap_sq c x hc, quantumMetric_pairs c x hc, Finset.sum_div,
    ← Finset.sum_sub_distrib, Finset.sum_div]
  refine Finset.sum_congr rfl fun i _ => ?_
  rw [Finset.sum_div, ← Finset.sum_sub_distrib, Finset.sum_div]
  refine Finset.sum_congr rfl fun j _ => ?_
  generalize Real.sin ((x i - x j) / 2 * b) = s
  field_simp

/-- For the dimerized chain the spread is `sin²(b/2)/b²`, strictly below the metric value
`1/4` for nonzero `b`, and its error divided by `b²` tends to `-1/48`. -/
theorem dimer_spread (k : ℝ) :
    quantumMetric dimer k = 1 / 4 ∧
    (∀ b : ℝ, b ≠ 0 → spread dimer k b = Real.sin (b / 2) ^ 2 / b ^ 2 ∧
      spread dimer k b < 1 / 4) ∧
    Tendsto (fun b => (spread dimer k b - 1 / 4) / b ^ 2) (𝓝[≠] 0) (𝓝 (-1 / 48)) := by
  let c : Fin 2 → ℂ := fun _ => 1 / ((√2 : ℝ) : ℂ)
  let x : Fin 2 → ℝ := ![0, 1]
  have hd : dimer = bloch c x := by
    funext k j
    fin_cases j <;> simp [dimer, bloch, c, x, div_eq_mul_inv, mul_comm]
  have hw : ∀ j, ‖c j‖ ^ 2 = 1 / 2 := fun j => by
    change ‖1 / ((√2 : ℝ) : ℂ)‖ ^ 2 = 1 / 2
    rw [norm_div, norm_one, div_pow, Complex.norm_real, Real.norm_eq_abs, sq_abs,
      Real.sq_sqrt (by norm_num)]
    norm_num
  have x0 : x 0 = 0 := rfl
  have x1 : x 1 = 1 := rfl
  have hc : ∑ j, ‖c j‖ ^ 2 = 1 := by
    simp only [Fin.sum_univ_two, hw]
    norm_num
  have hne : ∀ j, c j ≠ 0 := fun j h => by
    have h' := hw j
    rw [h] at h'
    norm_num at h'
  have hg : quantumMetric dimer k = 1 / 4 := by
    rw [hd, quantumMetric_bloch]
    simp only [Fin.sum_univ_two, hw, x0, x1]
    norm_num
  refine ⟨hg, fun b hb => ⟨?_, ?_⟩, ?_⟩
  · rw [hd, spread, one_sub_overlap_sq c x hc]
    simp only [Fin.sum_univ_two, hw, x0, x1]
    rw [show ((0 : ℝ) - 0) / 2 * b = 0 by ring, show ((1 : ℝ) - 1) / 2 * b = 0 by ring,
      show ((0 : ℝ) - 1) / 2 * b = -(b / 2) by ring,
      show ((1 : ℝ) - 0) / 2 * b = b / 2 by ring, Real.sin_zero, Real.sin_neg]
    ring
  · rw [← hg, hd]
    exact spread_lt_metric c x hc ⟨0, 1, hne 0, hne 1, by rw [x0, x1]; norm_num⟩ k hb
  · have h := spread_error c x hc k
    rw [← hd, hg] at h
    convert h using 2
    simp only [Fin.sum_univ_two, hw, x0, x1]
    norm_num

end

end FiniteDifferenceSpread
```

```lean
#print axioms FiniteDifferenceSpread.spread_lt_metric
#print axioms FiniteDifferenceSpread.dimer_spread
```

```
'FiniteDifferenceSpread.spread_lt_metric' depends on axioms: [propext, Classical.choice, Quot.sound]
'FiniteDifferenceSpread.dimer_spread' depends on axioms: [propext, Classical.choice, Quot.sound]
```

## How the theorems map to the chain, and how far they reach

The finite type `ι` labels the orbitals, `c` and `x` hold their amplitudes and positions, and `bloch c x k` is the coefficient vector at $k$. The inner product `overlap` conjugates its first argument. In `quantumMetric`, `deriv` is the actual derivative with respect to $k$. The hypothesis `hc` is normalization, and `hx` says that two occupied orbitals sit at different positions. The filter `𝓝[≠] 0` lets $b$ approach zero from either side without being zero.

`dimer_spread` contains the complete statement for the chain, at every real $k$. Its proof identifies `dimer` with a `bloch` vector of equal weights at positions 0 and 1, then specializes the general results:

- `one_sub_overlap_sq` proves the pair formula for the overlap loss. It cancels the common phase, expands the squared modulus into real and imaginary parts, and applies the cosine identities to each pair.
- `quantumMetric_bloch` differentiates each component and obtains the variance; `quantumMetric_pairs` rewrites it as a pair sum.
- `sin_sq_lt` treats positive angles up to 1 through $0<\sin t<t$, and larger ones through $\sin^2t\le1<t^2$; negative angles follow by symmetry. `spread_lt_metric` then needs one strictly smaller term, which `hx` provides.
- `sin_cubic` obtains the limit of $q$ by squeezing Mathlib's Taylor bound for the sine. `sin_sq_quartic` uses the factorization above with $y=ab$, treating $a=0$ separately, and `spread_error` sums the limits over pairs.

The quadratic law is a limit: it gives the leading coefficient but no error bound for $S(b)-g+b^2/48$ at a given mesh. For the dimer, the exact formula supplies the value at any nonzero spacing.

The Bloch vector is given, not derived from a Hamiltonian. The general theorems assume constant orbital weights and phases linear in $k$. This excludes a partially dimerized chain, whose Wannier function extends beyond a single bond: with equal on-site energies its two weights stay equal to $1/2$, but their relative phase is not linear in $k$. They treat one band in one dimension, so they don't cover multiband overlap matrices or the neighbour shells and weights of two- and three-dimensional meshes. The arithmetic is that of exact real numbers; in floating point, the subtraction $1-|\langle u(k),u(k+b)\rangle|^2$ loses significant digits when $b$ is very small.
